# No coefficient D makes V u D u† V reproduce a purely off-diagonal two-level potential on the orbital u = (1, 0)

The potential V of a two-level system has zero diagonal elements and off-diagonal elements 1, and the orbital is the normalised vector u = (1, 0). The declaration `no_separable_form` states that the separable form V u D u† V, applied to u, differs from V u for every real 1 × 1 matrix D, that is, for every real number. The reason is that the expectation value u†Vu is zero, so the separable form gives zero on u, while V u = (0, 1). The attempt assumes the two sides are equal, takes the second component of the equation and asks `simp` to find the contradiction.

This version doesn't compile in Lean 4 with Mathlib:

```lean
import Mathlib

open Matrix

namespace NoSeparableForm

noncomputable section

/-- The two-level potential with off-diagonal elements 1. -/
def twoLevel : Matrix (Fin 2) (Fin 2) ℝ := !![0, 1; 1, 0]

/-- The orbital `(1, 0)` of the two-level system as a one-column matrix. -/
def upper : Matrix (Fin 2) (Fin 1) ℝ := !![1; 0]

/-- For the two-level potential `V` and the orbital `u = (1, 0)`, no choice of the coefficient `D`
makes the form `V u D u† V` reproduce the potential on the orbital. -/
theorem no_separable_form (D : Matrix (Fin 1) (Fin 1) ℝ) :
    twoLevel * upper * D * (upperᴴ * twoLevel) * upper ≠ twoLevel * upper := by
  intro h
  -- compare the second component of both sides
  have h1 := congrFun (congrFun h 1) 0
  simp [twoLevel, upper, Matrix.mul_apply, Fin.sum_univ_succ] at h1

end

end NoSeparableForm
```

Compiling this gives:

```
Main.lean:18:77: error: unsolved goals
D : Matrix (Fin 1) (Fin 1) ℝ
h : twoLevel * upper * D * (upperᴴ * twoLevel) * upper = twoLevel * upper
h1 : (![1] ᵥ* (D * (!![1; 0]ᵀ * !![0, 1; 1, 0]))) 0 = 1
⊢ False
```

Diagnosis. The message says that `False` is still to be proved after `simp` has finished. The hypothesis `h1` that remains is in fact contradictory, since its left side is D's entry times u†Vu, which is 0, and its right side is 1. But `simp` does not get as far as 0 = 1. With the definitions unfolded to explicit matrices, it has turned the left side into a vector–matrix product, `ᵥ*`. The matrix products left inside that are not applied to indices, so `Matrix.mul_apply`, which rewrites a single entry of a product, does not fit them.

The repair never expands the long product. `h0` proves u†Vu = 0, writing the products as sums over entries before `twoLevel` and `upper` are unfolded. `h2` regroups the product in `h` so that this factor appears, and concludes that V u = 0. The new `h1` takes the second component of `h2`, again expanding the product before unfolding, and `simp` now reaches the contradiction 1 = 0.

As a diff, the version that Lean accepts:

```diff
@@ -18,7 +18,18 @@
     twoLevel * upper * D * (upperᴴ * twoLevel) * upper ≠ twoLevel * upper := by
   intro h
-  -- compare the second component of both sides
-  have h1 := congrFun (congrFun h 1) 0
-  simp [twoLevel, upper, Matrix.mul_apply, Fin.sum_univ_succ] at h1
+  -- the coupling of the orbital with itself vanishes
+  have h0 : upperᴴ * (twoLevel * upper) = 0 := by
+    ext i j
+    simp only [Matrix.mul_apply, Fin.sum_univ_two, Matrix.conjTranspose_apply]
+    fin_cases i
+    fin_cases j
+    simp [twoLevel, upper]
+  have h2 : twoLevel * upper = 0 := by
+    rw [← h, Matrix.mul_assoc _ (upperᴴ * twoLevel) upper, Matrix.mul_assoc upperᴴ, h0,
+      Matrix.mul_zero]
+  -- but the potential does not annihilate the orbital
+  have h1 := congrFun (congrFun h2 1) 0
+  rw [Matrix.mul_apply, Fin.sum_univ_two] at h1
+  simp [twoLevel, upper] at h1
 
 end
```
